# Differentiating a one-dimensional Gaussian overlap in one of its two centres gives overlaps with shifted powers

To find the force on a nucleus with atom-centred Gaussian basis functions, a program differentiates the overlap matrix with respect to the nuclear position, because the functions move with the nucleus. These derivatives enter the Pulay contribution to the force. For uncontracted Gaussians on a line, they are combinations of overlaps of the same kind, with one power raised or lowered.

Let $a,b>0$ be exponents, $A,B$ real centres and $i,j,l\ge 0$ integer powers. Define

$$G_l(x;a,A)=(x-A)^l e^{-a(x-A)^2},\qquad S_{ij}(A,B)=\int_{-\infty}^{\infty}G_i(x;a,A)\,G_j(x;b,B)\,dx .$$

The claim is that $S_{ij}$ is differentiable in $A$, with

$$\frac{\partial S_{ij}}{\partial A}=2a\,S_{i+1,j}-i\,S_{i-1,j}.$$

For $i=0$ the last term is absent.

## Taking the derivative through the integral

At fixed $x$, the polynomial factor has derivative $-l(x-A)^{l-1}$ in $A$, and the exponential has derivative $2a(x-A)e^{-a(x-A)^2}$. The product rule gives

$$\frac{\partial G_l}{\partial A}=2a\,G_{l+1}-l\,G_{l-1}.$$

Multiplying by $G_j(x;b,B)$ and integrating gives the claim, provided that the derivative may be taken inside the integral. For this it is enough to bound the derivative of the integrand by an integrable function that does not depend on the moving centre.

Put $t=x-A$. Since $at^2\ge 0$, one term of the exponential series is at most the whole sum, so $(at^2)^l/l!\le e^{at^2}$ and hence $t^{2l}e^{-at^2}\le l!/a^l$. For any real $y$ we have $y\le 1+y^2$; with $y=|t|^l$ this reads $|t|^l\le 1+t^{2l}$. Therefore

$$|G_l(x;a,A)|\le e^{-at^2}+t^{2l}e^{-at^2}\le C_l,\qquad C_l=1+\frac{l!}{a^l},$$

for every $x$ and every $A$.

Each function $G_l$, called a Gaussian primitive, is also integrable over the line. Half of its exponential keeps the polynomial bounded, by the estimate just made with $a/2$ in place of $a$, and the other half is an integrable Gaussian. A product of two primitives is then integrable, being a bounded function times an integrable one.

The derivative of the integrand is bounded in absolute value by

$$(2a\,C_{i+1}+i\,C_{i-1})\,|G_j(x;b,B)|,$$

with the second term absent for $i=0$. This function is integrable and free of $A$. By the mean value theorem it also bounds every difference quotient of the integrand in $A$, so dominated convergence lets the limit pass through the integral.

## From translation to the Obara–Saika recursion

Exchanging the roles of the two functions gives

$$\frac{\partial S_{ij}}{\partial B}=2b\,S_{i,j+1}-j\,S_{i,j-1}.$$

Displacing both centres by the same amount $d$ leaves the overlap unchanged, as the substitution $x\to x+d$ shows. In particular, $S_{ij}(s,B)=S_{ij}(A,B+A-s)$ for every $s$. Differentiating at $s=A$ gives $\partial S_{ij}/\partial A=-\partial S_{ij}/\partial B$, or

$$2a\,S_{i+1,j}-i\,S_{i-1,j}+2b\,S_{i,j+1}-j\,S_{i,j-1}=0 .$$

Writing $x-B=(x-A)+(A-B)$ in one factor of the integrand yields $S_{i,j+1}=S_{i+1,j}+(A-B)S_{ij}$. Inserting this,

$$2(a+b)\,S_{i+1,j}=2b(B-A)\,S_{ij}+i\,S_{i-1,j}+j\,S_{i,j-1}.$$

Let $P=(aA+bB)/(a+b)$ be the centre of the product Gaussian, so that $P-A=b(B-A)/(a+b)$. Division by $2(a+b)$ gives

$$S_{i+1,j}=(P-A)\,S_{ij}+\frac{i\,S_{i-1,j}+j\,S_{i,j-1}}{2(a+b)} .$$

This is the one-dimensional overlap case of the Obara–Saika scheme. It raises a power without a new integration.

## Primitives and overlaps in Lean

```lean
import Mathlib

open MeasureTheory

namespace GaussianOverlapDerivative

noncomputable section
```

The primitive is a real function of position, with the exponent, power and centre as parameters.

```lean
/-- The one-dimensional Gaussian primitive `(x - A)^l exp(-a (x - A)^2)` with exponent `a`,
power `l` and centre `A`. -/
def gauss (a : ℝ) (l : ℕ) (A x : ℝ) : ℝ :=
  (x - A) ^ l * Real.exp (-a * (x - A) ^ 2)
```

The argument `l` is a natural number, and no normalisation factor is included. For normalised functions, multiply the overlap and its derivative by the same two constants, those belonging to powers $i$ and $j$. These constants depend on exponent and power but not on the centre, so the shifted overlaps on the right keep the factors for $i$ and $j$.

```lean
/-- The overlap `S_ij(A,B)`: the integral over the line of the product of two primitives. -/
def overlap (a b : ℝ) (i j : ℕ) (A B : ℝ) : ℝ :=
  ∫ x, gauss a i A x * gauss b j B x
```

Here `overlap a b i j A B` is $S_{ij}(A,B)$, with the integral taken over the whole line. The definitions accept any real exponents; positivity appears as the hypotheses `ha` and `hb` in the theorems whose proofs use it. Physically, it says that the basis functions decay at large distances from their centres.

The model has one spatial dimension and one primitive per basis function. Contracted functions, and matrix elements of the kinetic energy or the Coulomb interaction, are not treated.

## A bound that ignores the centre

Continuity supplies the measurability that the integration theorems require.

```lean
/-- A Gaussian primitive is a continuous function of position. -/
theorem gauss_continuous (a : ℝ) (l : ℕ) (A : ℝ) : Continuous (gauss a l A) := by
  show Continuous (fun x => (x - A) ^ l * Real.exp (-a * (x - A) ^ 2))
  fun_prop
```

The next theorem is the estimate $|G_l|\le C_l$. In its statement the constant `C` is chosen before `A` and `x`, which expresses uniformity in both.

```lean
/-- For a positive exponent, a primitive is bounded by a constant that depends neither on
position nor on the centre. -/
theorem gauss_bounded {a : ℝ} (ha : 0 < a) (l : ℕ) :
    ∃ C, ∀ A x, |gauss a l A x| ≤ C := by
  refine ⟨1 + l.factorial / a ^ l, fun A x => ?_⟩
  unfold gauss
  generalize x - A = t
  have hf : (0 : ℝ) < l.factorial := by exact_mod_cast l.factorial_pos
  have hu : 0 ≤ a * t ^ 2 := by positivity
  have hpos := Real.exp_pos (-a * t ^ 2)
  have hE : Real.exp (-a * t ^ 2) * Real.exp (a * t ^ 2) = 1 := by
    rw [← Real.exp_add]
    simp
  have h1 : Real.exp (-a * t ^ 2) ≤ 1 := Real.exp_le_one_iff.2 (by linarith)
  -- one term of the exponential series controls the even power
  have h2 : (t ^ 2) ^ l * Real.exp (-a * t ^ 2) ≤ l.factorial / a ^ l := by
    have h := Real.pow_div_factorial_le_exp (a * t ^ 2) hu l
    rw [div_le_iff₀ hf, mul_pow] at h
    rw [le_div_iff₀ (by positivity)]
    calc (t ^ 2) ^ l * Real.exp (-a * t ^ 2) * a ^ l
        = Real.exp (-a * t ^ 2) * (a ^ l * (t ^ 2) ^ l) := by ring
      _ ≤ Real.exp (-a * t ^ 2) * (Real.exp (a * t ^ 2) * l.factorial) :=
          mul_le_mul_of_nonneg_left h hpos.le
      _ = l.factorial := by rw [← mul_assoc, hE, one_mul]
  have h3 : |t ^ l| ≤ 1 + (t ^ 2) ^ l := by
    have e : (t ^ 2) ^ l = |t ^ l| ^ 2 := by
      rw [sq_abs]
      ring
    rw [e]
    nlinarith [sq_nonneg (|t ^ l| - 1), abs_nonneg (t ^ l)]
  rw [abs_mul, abs_of_pos hpos]
  calc |t ^ l| * Real.exp (-a * t ^ 2)
      ≤ (1 + (t ^ 2) ^ l) * Real.exp (-a * t ^ 2) := mul_le_mul_of_nonneg_right h3 hpos.le
    _ = Real.exp (-a * t ^ 2) + (t ^ 2) ^ l * Real.exp (-a * t ^ 2) := by ring
    _ ≤ _ := add_le_add h1 h2
```

The proof replaces `x - A` by `t`. Then `h2` is the bound on $t^{2l}e^{-at^2}$ from the exponential series, and `h3` is $|t^l|\le 1+t^{2l}$. The closing `calc` joins them.

```lean
/-- For a positive exponent, a primitive is integrable over the line. -/
theorem gauss_integrable {a : ℝ} (ha : 0 < a) (l : ℕ) (A : ℝ) :
    Integrable (gauss a l A) := by
  have h := integrable_rpow_mul_exp_neg_mul_sq ha (s := (l : ℝ))
    (by linarith [(Nat.cast_nonneg l : (0 : ℝ) ≤ l)])
  have h' : Integrable (fun x : ℝ => x ^ l * Real.exp (-a * x ^ 2)) := by
    simpa only [Real.rpow_natCast] using h
  exact h'.comp_sub_right A
```

For integrability, Lean uses Mathlib's result for a power times a centred Gaussian and then shifts the variable by `A`, instead of splitting the exponential in two.

```lean
/-- For positive exponents, the product of two primitives is integrable over the line. -/
theorem overlap_integrable {a b : ℝ} (ha : 0 < a) (hb : 0 < b) (i j : ℕ) (A B : ℝ) :
    Integrable (fun x => gauss a i A x * gauss b j B x) := by
  obtain ⟨C, hC⟩ := gauss_bounded ha i
  refine ((gauss_integrable hb j B).abs.const_mul C).mono'
    ((gauss_continuous a i A).mul (gauss_continuous b j B)).aestronglyMeasurable
    (Filter.Eventually.of_forall fun x => ?_)
  show |gauss a i A x * gauss b j B x| ≤ C * |gauss b j B x|
  rw [abs_mul]
  exact mul_le_mul_of_nonneg_right (hC A x) (abs_nonneg _)
```

This is the product argument: the first primitive is replaced by its bound `C`, and the second supplies the integrability.

## The derivative in the first centre

`HasDerivAt f f' A` says that `f` is differentiable at `A` and that its derivative there is `f'`. In the theorem below, `f` is the overlap as a function of its first centre `s`, with the second held at `B`. Natural-number subtraction makes `i - 1` equal to zero when `i = 0`, but the coefficient `i` then removes the term.

```lean
/-- For positive exponents, the overlap is differentiable in the first centre, with
`dS_ij/dA = 2a S_(i+1,j) - i S_(i-1,j)`; the last term is absent for `i = 0`. -/
theorem hasDerivAt_overlap_left {a b : ℝ} (ha : 0 < a) (hb : 0 < b) (i j : ℕ) (A B : ℝ) :
    HasDerivAt (fun s => overlap a b i j s B)
      (2 * a * overlap a b (i + 1) j A B - i * overlap a b (i - 1) j A B) A := by
  obtain ⟨C, hC⟩ := gauss_bounded ha (i + 1)
  obtain ⟨D, hD⟩ := gauss_bounded ha (i - 1)
  have hp := (overlap_integrable ha hb (i + 1) j A B).const_mul (2 * a)
  have hm := (overlap_integrable ha hb (i - 1) j A B).const_mul (i : ℝ)
  -- derivative of the integrand at fixed position
  have hd : ∀ x s, HasDerivAt (fun t => gauss a i t x * gauss b j B x)
      (2 * a * (gauss a (i + 1) s x * gauss b j B x)
        - i * (gauss a (i - 1) s x * gauss b j B x)) s := by
    intro x s
    have h1 := (hasDerivAt_id' s).const_sub x
    have h2 : HasDerivAt (fun t => -a * (x - t) ^ 2) (2 * a * (x - s)) s :=
      ((h1.fun_pow 2).const_mul (-a)).congr_deriv (by
        simp only [Nat.cast_ofNat, show 2 - 1 = 1 from rfl, pow_one]
        ring)
    have h3 := ((h1.fun_pow i).fun_mul h2.exp).mul_const (gauss b j B x)
    refine h3.congr_deriv ?_
    simp only [gauss]
    ring
  -- the moving primitive is bounded, the fixed one is integrable
  have hbound : ∀ x s, ‖2 * a * (gauss a (i + 1) s x * gauss b j B x)
      - i * (gauss a (i - 1) s x * gauss b j B x)‖
      ≤ (2 * a * C + i * D) * |gauss b j B x| := by
    intro x s
    have e : 2 * a * (gauss a (i + 1) s x * gauss b j B x)
        - i * (gauss a (i - 1) s x * gauss b j B x)
        = (2 * a * gauss a (i + 1) s x - i * gauss a (i - 1) s x) * gauss b j B x := by ring
    rw [e, Real.norm_eq_abs, abs_mul]
    refine mul_le_mul_of_nonneg_right ?_ (abs_nonneg _)
    have ha2 : 0 ≤ 2 * a := by positivity
    have hi : (0 : ℝ) ≤ i := Nat.cast_nonneg i
    have p1 := mul_le_mul_of_nonneg_left (abs_le.1 (hC s x)).1 ha2
    have p2 := mul_le_mul_of_nonneg_left (abs_le.1 (hC s x)).2 ha2
    have q1 := mul_le_mul_of_nonneg_left (abs_le.1 (hD s x)).1 hi
    have q2 := mul_le_mul_of_nonneg_left (abs_le.1 (hD s x)).2 hi
    exact abs_le.2 ⟨by linarith, by linarith⟩
  have h := (hasDerivAt_integral_of_dominated_loc_of_deriv_le (μ := volume)
    (F := fun s x => gauss a i s x * gauss b j B x)
    (F' := fun s x => 2 * a * (gauss a (i + 1) s x * gauss b j B x)
      - i * (gauss a (i - 1) s x * gauss b j B x))
    (bound := fun x => (2 * a * C + i * D) * |gauss b j B x|)
    (x₀ := A) (s := Set.univ) Filter.univ_mem
    (Filter.Eventually.of_forall fun s =>
      (overlap_integrable ha hb i j s B).aestronglyMeasurable)
    (overlap_integrable ha hb i j A B) (hp.sub hm).aestronglyMeasurable
    (Filter.Eventually.of_forall fun x s _ => hbound x s)
    ((gauss_integrable hb j B).abs.const_mul _)
    (Filter.Eventually.of_forall fun x s _ => hd x s)).2
  refine h.congr_deriv ?_
  exact (integral_sub hp hm).trans
    (congrArg₂ (· - ·) (integral_const_mul _ _) (integral_const_mul _ _))
```

The step `hd` is the pointwise derivative, already multiplied by the fixed primitive. Within it, `h2` differentiates the exponent and `h3` applies the product rule. The step `hbound` is the dominating estimate, with `C` and `D` bounding the primitives of powers `i + 1` and `i - 1`.

Mathlib's theorem on differentiation under the integral asks for such a bound near the point `A`. Ours holds for all centres, so the neighbourhood is taken to be the whole line, `Set.univ`. The final lines split the integral of the derivative into the two overlaps.

## The second centre and the sum rule

```lean
/-- For positive exponents, the overlap is differentiable in the second centre, with
`dS_ij/dB = 2b S_(i,j+1) - j S_(i,j-1)`; the last term is absent for `j = 0`. -/
theorem hasDerivAt_overlap_right {a b : ℝ} (ha : 0 < a) (hb : 0 < b) (i j : ℕ) (A B : ℝ) :
    HasDerivAt (fun s => overlap a b i j A s)
      (2 * b * overlap a b i (j + 1) A B - j * overlap a b i (j - 1) A B) B := by
  have hswap : ∀ k l s, overlap b a l k s A = overlap a b k l A s := fun k l s =>
    integral_congr_ae (Filter.Eventually.of_forall fun x => mul_comm _ _)
  have h := hasDerivAt_overlap_left hb ha j i B A
  simpa only [hswap] using h
```

The equality `hswap` exchanges the factors of the integrand, after which the previous theorem applies with the two functions interchanged.

```lean
/-- The overlap is unchanged when both centres are displaced by the same amount. -/
theorem overlap_translate (a b : ℝ) (i j : ℕ) (A B t : ℝ) :
    overlap a b i j (A + t) (B + t) = overlap a b i j A B := by
  have h := integral_sub_right_eq_self (μ := (volume : Measure ℝ))
    (fun x => gauss a i A x * gauss b j B x) t
  refine Eq.trans (integral_congr_ae (Filter.Eventually.of_forall fun x => ?_)) h
  show gauss a i (A + t) x * gauss b j (B + t) x = gauss a i A (x - t) * gauss b j B (x - t)
  have e1 : x - (A + t) = x - t - A := by ring
  have e2 : x - (B + t) = x - t - B := by ring
  unfold gauss
  rw [e1, e2]
```

Translation invariance is a change of variable: `e1` and `e2` show that displacing both centres by `t` amounts to evaluating the original integrand at `x - t`.

```lean
/-- For positive exponents, the derivatives of the overlap with respect to its two centres,
written out in overlaps, add up to zero. -/
theorem overlap_derivative_sum_rule {a b : ℝ} (ha : 0 < a) (hb : 0 < b) (i j : ℕ) (A B : ℝ) :
    (2 * a * overlap a b (i + 1) j A B - i * overlap a b (i - 1) j A B)
      + (2 * b * overlap a b i (j + 1) A B - j * overlap a b i (j - 1) A B) = 0 := by
  have hA := hasDerivAt_overlap_left ha hb i j A B
  have hc := (hasDerivAt_overlap_right ha hb i j A (B + A - A)).comp A
    ((hasDerivAt_id' A).const_sub (B + A))
  rw [add_sub_cancel_right] at hc
  -- moving A forward is the same as moving B backward
  have hfun : (fun s => overlap a b i j s B)
      = (fun s => overlap a b i j A s) ∘ (fun s => B + A - s) := by
    funext s
    have h := overlap_translate a b i j A (B + A - s) (s - A)
    have e1 : A + (s - A) = s := by ring
    have e2 : B + A - s + (s - A) = B := by ring
    rw [e1, e2] at h
    exact h
  rw [← hfun] at hc
  linarith [hA.unique hc]
```

The statement contains no derivative; it is an identity among four overlaps. The proof computes one derivative twice. `hA` differentiates the overlap in its first centre, while `hc` differentiates $S_{ij}(A,B+A-s)$ by the chain rule, which contributes the minus sign. `hfun` identifies the two functions, and uniqueness of the derivative, `hA.unique hc`, equates the results. Only derivatives in one variable are needed.

In a force calculation restricted to this one-dimensional model, the sum rule means that a displacement of both centres together produces no change in the overlap, so one centre derivative determines the other.

## The recursion in the first power

```lean
/-- The Obara–Saika recursion for overlaps with positive exponents: `S_(i+1,j)` follows from lower
overlaps and the signed displacement from `A` to the product centre `(aA + bB)/(a + b)`. -/
theorem obara_saika_overlap {a b : ℝ} (ha : 0 < a) (hb : 0 < b) (i j : ℕ) (A B : ℝ) :
    overlap a b (i + 1) j A B
      = ((a * A + b * B) / (a + b) - A) * overlap a b i j A B
        + (i * overlap a b (i - 1) j A B + j * overlap a b i (j - 1) A B)
          / (2 * (a + b)) := by
  -- shift one power from B to A through x - B = (x - A) + (A - B)
  have ht : overlap a b i (j + 1) A B
      = overlap a b (i + 1) j A B + (A - B) * overlap a b i j A B := by
    have h1 := overlap_integrable ha hb (i + 1) j A B
    have h2 := (overlap_integrable ha hb i j A B).const_mul (A - B)
    have e : overlap a b i (j + 1) A B = ∫ x, (gauss a (i + 1) A x * gauss b j B x
        + (A - B) * (gauss a i A x * gauss b j B x)) := by
      refine integral_congr_ae (Filter.Eventually.of_forall fun x => ?_)
      simp only [gauss]
      ring
    rw [e, integral_add h1 h2, integral_const_mul]
    rfl
  have hs := overlap_derivative_sum_rule ha hb i j A B
  have hne : a + b ≠ 0 := by positivity
  have hne2 : 2 * (a + b) ≠ 0 := by positivity
  have hP := div_mul_cancel₀ (a * A + b * B) hne
  have hQ := div_mul_cancel₀
    (i * overlap a b (i - 1) j A B + j * overlap a b i (j - 1) A B) hne2
  apply mul_left_cancel₀ hne2
  linear_combination hs - 2 * b * ht - 2 * overlap a b i j A B * hP - hQ

end

end GaussianOverlapDerivative
```

The step `ht` is the relation $S_{i,j+1}=S_{i+1,j}+(A-B)S_{ij}$, obtained by expanding the integrand and using linearity of the integral. The sum rule enters as `hs`. Multiplying the goal by $2(a+b)$ leaves a linear identity, in which `hP` and `hQ` clear the two denominators. The `linear_combination` line then subtracts $2b$ times `ht` from `hs`, which is the substitution made in the derivation above.

```lean
#print axioms GaussianOverlapDerivative.overlap_derivative_sum_rule
#print axioms GaussianOverlapDerivative.obara_saika_overlap
```

```
'GaussianOverlapDerivative.overlap_derivative_sum_rule' depends on axioms: [propext, Classical.choice, Quot.sound]
'GaussianOverlapDerivative.obara_saika_overlap' depends on axioms: [propext, Classical.choice, Quot.sound]
```
